# The multipolar-gauge vector potential of a homogeneous polynomial magnetic field

Take the linear field $B=(y,0,0)$, which has no divergence. Its cross product with $r=(x,y,z)$ is $B\times r=(0,-yz,y^2)$, and

$$\nabla\times(B\times r)=(2y+y,\,0,\,0)=3B .$$

Dividing by 3 gives a vector potential perpendicular to $r$. Two of the three units come from differentiating $r$, the third from the degree of $B$. The problems below extend this to every degree.

## Fields, derivatives and the candidate potential

```lean
import Mathlib

open MvPolynomial Matrix

namespace MultipolarGauge

noncomputable section
```

A field is a triple of real polynomials. Indices run over 0, 1, 2, so $(x_0,x_1,x_2)=(x,y,z)$ and $\partial_i$ is `pderiv i`.

```lean
/-- A polynomial vector field on three-dimensional space. -/
abbrev VecField := Fin 3 → MvPolynomial (Fin 3) ℝ

/-- The position vector `r = (x, y, z)`. -/
def pos : VecField := fun i => X i

/-- The divergence of a polynomial vector field. -/
def divergence (B : VecField) : MvPolynomial (Fin 3) ℝ := ∑ i, pderiv i (B i)

/-- The curl of a polynomial vector field. -/
def curl (A : VecField) : VecField :=
  ![pderiv 1 (A 2) - pderiv 2 (A 1),
    pderiv 2 (A 0) - pderiv 0 (A 2),
    pderiv 0 (A 1) - pderiv 1 (A 0)]
```

The radial operator is $r\cdot\nabla=\sum_i x_i\partial_i$.

```lean
/-- The radial operator `r · ∇` acting on a polynomial. -/
def radial (p : MvPolynomial (Fin 3) ℝ) : MvPolynomial (Fin 3) ℝ :=
  ∑ i, X i * pderiv i p
```

The candidate potential has a prefactor set by a natural number $n$, later the degree of $B$. In Lean, `⨯₃` is the cross product and `⬝ᵥ` the dot product.

```lean
/-- The vector potential `A = (B × r) / (n + 2)`. -/
def multipolarPotential (n : ℕ) (B : VecField) : VecField :=
  ((n : ℝ) + 2)⁻¹ • (B ⨯₃ pos)
```

## (a) The curl of a field crossed with position

Show for every polynomial field $B$ that

$$[\nabla\times(B\times r)]_i=2B_i+(r\cdot\nabla)B_i-x_i\,\nabla\cdot B .$$

**Solution.** Component 0 is

$$\begin{aligned}
&\partial_1(B_0x_1-B_1x_0)-\partial_2(B_2x_0-B_0x_2)\\
&=2B_0+x_1\partial_1B_0+x_2\partial_2B_0-x_0(\partial_1B_1+\partial_2B_2).
\end{aligned}$$

Adding and subtracting $x_0\partial_0B_0$ gives the claim; the other components follow cyclically. Lean treats the three cases with `fin_cases`, differentiates with `simp` and compares with `ring`.

```lean
/-- The curl of `B × r` is `2 B + (r · ∇) B - r div B`, component by component. -/
theorem curl_cross_pos (B : VecField) (i : Fin 3) :
    curl (B ⨯₃ pos) i = 2 * B i + radial (B i) - X i * divergence B := by
  fin_cases i <;>
    simp [curl, cross_apply, pos, radial, divergence, Fin.sum_univ_three,
      pderiv_X] <;> ring
```

## (b) Recovering the potential from its curl

Show for every polynomial field $A$ that

$$[(\nabla\times A)\times r]_i=A_i+(r\cdot\nabla)A_i-\partial_i(r\cdot A).$$

**Solution.** For $i=0$ the left side is

$$x_2(\partial_2A_0-\partial_0A_2)-x_1(\partial_0A_1-\partial_1A_0).$$

On the right, $\partial_0(r\cdot A)=A_0+\sum_jx_j\partial_0A_j$, which leaves $\sum_jx_j(\partial_jA_0-\partial_0A_j)$. The $j=0$ term vanishes and the rest is the left side. The other components are again cyclic.

```lean
/-- The product `(curl A) × r` is `A + (r · ∇) A - ∇(r · A)`, component by component. -/
theorem curl_cross_pos_eq (A : VecField) (i : Fin 3) :
    (curl A ⨯₃ pos) i = A i + radial (A i) - pderiv i (pos ⬝ᵥ A) := by
  fin_cases i <;>
    simp [curl, cross_apply, pos, radial, dotProduct, Fin.sum_univ_three,
      pderiv_X] <;> ring
```

## (c) The radial operator counts degree

Let $p_m$ be the coefficient of $x^m=x_0^{m_0}x_1^{m_1}x_2^{m_2}$ in $p$. Show that

$$[(r\cdot\nabla)p]_m=(m_0+m_1+m_2)\,p_m .$$

**Solution.** Since $x_i\partial_ix^m=m_ix^m$, summing over $i$ proves it for a monomial, and linearity does the rest. The Lean induction has these same two steps.

```lean
/-- The operator `r · ∇` multiplies the coefficient of each monomial by its total degree. -/
theorem coeff_radial (m : Fin 3 →₀ ℕ) (p : MvPolynomial (Fin 3) ℝ) :
    coeff m (radial p) = (∑ i, (m i : ℝ)) * coeff m p := by
  refine MvPolynomial.induction_on' p ?_ ?_
  · intro u a
    simp only [radial, X_mul_pderiv_monomial, coeff_sum, coeff_smul, coeff_monomial]
    by_cases h : u = m
    · subst h
      simp [nsmul_eq_mul, Finset.sum_mul]
    · simp [h]
  · intro p q hp hq
    have hadd : radial (p + q) = radial p + radial q := by
      simp [radial, mul_add, Finset.sum_add_distrib]
    rw [hadd, coeff_add, coeff_add, hp, hq, mul_add]
```

## (d) No remaining gauge freedom

Let $A$ and $A'$ be polynomial potentials with equal curls and $r\cdot A=r\cdot A'=0$. Show that $A=A'$.

**Solution.** By (b), $A_i+(r\cdot\nabla)A_i=A'_i+(r\cdot\nabla)A'_i$. By (c), the coefficients of $x^m$ satisfy

$$(1+m_0+m_1+m_2)(A_i)_m=(1+m_0+m_1+m_2)(A'_i)_m .$$

The factor is positive (`hpos`), so it cancels.

```lean
/-- Two polynomial vector potentials with the same magnetic field, both satisfying
`r · A = 0`, are equal. -/
theorem potential_unique {A A' : VecField} (hcurl : curl A = curl A')
    (hA : pos ⬝ᵥ A = 0) (hA' : pos ⬝ᵥ A' = 0) : A = A' := by
  funext i
  -- the field fixes `A + (r · ∇) A`
  have h1 := curl_cross_pos_eq A i
  have h2 := curl_cross_pos_eq A' i
  rw [hA, map_zero, sub_zero] at h1
  rw [hA', map_zero, sub_zero] at h2
  rw [hcurl, h2] at h1
  -- and `1 + r · ∇` is injective, coefficient by coefficient
  apply MvPolynomial.ext
  intro m
  have h3 := congrArg (coeff m) h1
  rw [coeff_add, coeff_add, coeff_radial, coeff_radial] at h3
  have hpos : (0 : ℝ) < 1 + ∑ i, (m i : ℝ) := by positivity
  apply mul_left_cancel₀ hpos.ne'
  linarith
```

## (e) When the candidate reproduces the field

Let each $B_i$ be homogeneous of degree $n$, and $A=(B\times r)/(n+2)$. Show that

$$\nabla\times A=B\iff\nabla\cdot B=0 .$$

The condition on the right is the absence of magnetic charge.

**Solution.** Euler's identity $(r\cdot\nabla)B_i=nB_i$ (`hE`) turns (a) into

$$(\nabla\times A)_i=B_i-\frac{x_i\,\nabla\cdot B}{n+2},$$

which is `key`. If $\nabla\cdot B=0$, the last term vanishes. Conversely, $\nabla\times A=B$ forces $x_0\nabla\cdot B=0$, and a product of polynomials vanishes only if a factor does.

```lean
/-- For a field `B` homogeneous of degree `n`, the potential `(B × r) / (n + 2)` has curl `B`
exactly when `B` is free of divergence. -/
theorem curl_multipolarPotential_iff {n : ℕ} {B : VecField}
    (hB : ∀ i, (B i).IsHomogeneous n) :
    curl (multipolarPotential n B) = B ↔ divergence B = 0 := by
  have hn : (n : ℝ) + 2 ≠ 0 := by positivity
  have hsmul : ∀ (c : ℝ) (F : VecField), curl (c • F) = c • curl F := by
    intro c F
    funext i
    fin_cases i <;> simp [curl, smul_sub]
  have key : ∀ i, curl (multipolarPotential n B) i
      = B i - ((n : ℝ) + 2)⁻¹ • (X i * divergence B) := by
    intro i
    -- Euler's identity for homogeneous polynomials
    have hE : radial (B i) = (n : ℝ) • B i := by
      rw [Nat.cast_smul_eq_nsmul]
      exact (hB i).sum_X_mul_pderiv
    have hsum : 2 * B i + (n : ℝ) • B i = ((n : ℝ) + 2) • B i := by
      rw [two_mul]
      module
    rw [multipolarPotential, hsmul, Pi.smul_apply, curl_cross_pos, hE, hsum,
      smul_sub, smul_smul, inv_mul_cancel₀ hn, one_smul]
  constructor
  · intro h
    have h0 := key 0
    rw [h] at h0
    have h1 := sub_eq_self.mp h0.symm
    have h2 := (smul_eq_zero.mp h1).resolve_left (inv_ne_zero hn)
    exact (mul_eq_zero.mp h2).resolve_left (X_ne_zero 0)
  · intro h
    funext i
    rw [key, h, mul_zero, smul_zero, sub_zero]
```

## (f) Existence and uniqueness in the multipolar gauge

Let $B$ also be divergence-free. Show for any polynomial field $A$, homogeneous or not, that

$$\nabla\times A=B\ \text{ and }\ r\cdot A=0\iff A=\frac{B\times r}{n+2}.$$

**Solution.** The candidate has curl $B$ by (e), and $r\cdot(B\times r)=0$. By (d), no other polynomial potential qualifies.

The condition $r\cdot A=0$ defines the multipolar gauge, here with its origin at $r=0$. A field of mixed degree needs its own prefactor for each homogeneous part.

```lean
/-- For a divergence-free field `B` homogeneous of degree `n`, a polynomial vector potential `A`
satisfies `curl A = B` and `r · A = 0` if and only if `A = (B × r) / (n + 2)`. -/
theorem multipolar_gauge {n : ℕ} {B : VecField}
    (hB : ∀ i, (B i).IsHomogeneous n) (hdiv : divergence B = 0) (A : VecField) :
    (curl A = B ∧ pos ⬝ᵥ A = 0) ↔ A = multipolarPotential n B := by
  have hcurl := (curl_multipolarPotential_iff hB).mpr hdiv
  have hr : pos ⬝ᵥ multipolarPotential n B = 0 := by
    rw [multipolarPotential, dotProduct_smul, dot_cross_self, smul_zero]
  constructor
  · rintro ⟨h1, h2⟩
    exact potential_unique (h1.trans hcurl.symm) h2 hr
  · rintro rfl
    exact ⟨hcurl, hr⟩
```

## (g) Distance from the Coulomb gauge

Show for every polynomial $B$ and natural number $n$ that

$$\nabla\cdot\frac{B\times r}{n+2}=\frac{r\cdot(\nabla\times B)}{n+2}.$$

**Solution.** Collect the coefficients of $x_0,x_1,x_2$ in $\nabla\cdot(B\times r)$:

$$x_0(\partial_1B_2-\partial_2B_1)+x_1(\partial_2B_0-\partial_0B_2)+x_2(\partial_0B_1-\partial_1B_0).$$

This is $r\cdot(\nabla\times B)$; divide by $n+2$. If the field $B$ of (f) is also curl-free, its multipolar-gauge potential therefore satisfies the Coulomb gauge condition too.

```lean
/-- The divergence of the potential `(B × r) / (n + 2)` is `(r · curl B) / (n + 2)`. -/
theorem divergence_multipolarPotential (n : ℕ) (B : VecField) :
    divergence (multipolarPotential n B) = ((n : ℝ) + 2)⁻¹ • (pos ⬝ᵥ curl B) := by
  have h : divergence (B ⨯₃ pos) = pos ⬝ᵥ curl B := by
    simp [divergence, curl, cross_apply, pos, dotProduct, Fin.sum_univ_three,
      pderiv_X]
    ring
  rw [← h]
  simp only [multipolarPotential, divergence, Pi.smul_apply, Derivation.map_smul,
    Finset.smul_sum]
```

## (h) The uniform field

For a constant vector $b$, show that

$$\nabla\times\tfrac12(b\times r)=b .$$

**Solution.** Constants are homogeneous of degree 0 and have zero divergence, so (e) applies with $n=0$. For an atom in a static, uniform field, inserting this potential into the kinetic energy gives the orbital Zeeman and diamagnetic terms.

```lean
/-- A uniform magnetic field `b` has the vector potential `(b × r) / 2`. -/
theorem curl_uniform (b : Fin 3 → ℝ) :
    curl ((1 / 2 : ℝ) • ((fun i => C (b i) : VecField) ⨯₃ pos)) = fun i => C (b i) := by
  have hB : ∀ i, ((fun i => C (b i) : VecField) i).IsHomogeneous 0 :=
    fun i => isHomogeneous_C (Fin 3) (b i)
  have hdiv : divergence (fun i => C (b i)) = 0 := by simp [divergence]
  have h := (curl_multipolarPotential_iff hB).mpr hdiv
  have e : (((0 : ℕ) : ℝ) + 2)⁻¹ = 1 / 2 := by norm_num
  rw [multipolarPotential, e] at h
  exact h

end

end MultipolarGauge
```

```lean
#print axioms MultipolarGauge.multipolar_gauge
#print axioms MultipolarGauge.divergence_multipolarPotential
#print axioms MultipolarGauge.curl_uniform
```

```
'MultipolarGauge.multipolar_gauge' depends on axioms: [propext, Classical.choice, Quot.sound]
'MultipolarGauge.divergence_multipolarPotential' depends on axioms: [propext, Classical.choice, Quot.sound]
'MultipolarGauge.curl_uniform' depends on axioms: [propext, Classical.choice, Quot.sound]
```
